# Two isotopes in the same harmonic well: their mean-energy difference starts at the zero-point value and decays as 1/t at high temperature t

Q: You represent each isotope by a single harmonic oscillator, and the only thing that tells them apart is a mass. Is that enough to call it an isotope effect?

A: It is enough for one mode at fixed volume. In the Born–Oppenheimer picture the force constant is the curvature of a potential-energy surface that does not depend on the nuclear masses. Both isotopes therefore share one constant c > 0, the square root of the force constant, and their frequencies are

wᵢ = c/√Mᵢ, i = 1, 2.

The model has no phonon spectrum and no anharmonic coupling. Units are ħ = k_B = 1, so the temperature t and the frequency w are both energies.

```lean
import Mathlib

open Filter Topology Asymptotics

namespace IsotopeThermalExpansion

noncomputable section

/-- Frequency `c / √M` of an oscillator of mass `M > 0`, where `c` is the square root of the
force constant. -/
def freq (c M : ℝ) : ℝ := c / √M
```

Q: And the energy? I would want it to come from the quantum levels.

A: The file takes the closed formulas as definitions. Their origin is the level sum with energies (n + 1/2)w:

Z = Σₙ exp(−(n + 1/2)w/t) = 1/(2 sinh(w/(2t))).

Then F = −t log Z is the free energy, and differentiating −log Z with respect to 1/t gives the mean energy:

F = t log(2 sinh(w/(2t))),
E = (w/2) coth(w/(2t)).

In Lean these are `freeEnergy` and `meanEnergy`, with coth written as cosh over sinh. Both are functions of arbitrary real numbers; positivity of w and t enters through the hypotheses of the theorems.

```lean
/-- Mean energy `(w/2) coth (w/(2t))` of a quantum oscillator of frequency `w > 0` at
temperature `t > 0`, in units with `ħ = k_B = 1`. -/
def meanEnergy (w t : ℝ) : ℝ :=
  w / 2 * (Real.cosh (w / (2 * t)) / Real.sinh (w / (2 * t)))

/-- Helmholtz free energy `t log (2 sinh (w/(2t)))` of a quantum oscillator of frequency `w > 0`
at temperature `t > 0`. -/
def freeEnergy (w t : ℝ) : ℝ := t * Real.log (2 * Real.sinh (w / (2 * t)))
```

Q: Where is thermal expansion in all this? I see an energy, not a volume.

A: The link is the Grüneisen parameter γ, which says how a frequency softens as the crystal expands. With s = ln V, it is defined by dw/ds = −γw. Put x = w/(2t). At fixed t,

dF/dw = t · (cosh x/sinh x) · 1/(2t) = (1/2) coth x,
dF/ds = (1/2) coth x · (−γw) = −γE.

Since the pressure is −dF/dV, the mode pushes outwards with pressure γE/V when γ > 0. If c depends on volume and the masses do not, γ is the same for both isotopes, and the difference in this pressure is proportional to E₁ − E₂.

The theorem needs the derivative of w only at the one point s, which is what `HasDerivAt` in `hγ` expresses. The proof is the same chain rule, and `key` does the final cancellation. The file does not solve for an equilibrium volume or an expansion coefficient.

```lean
/-- Grüneisen relation: if a positive frequency depends on the logarithmic volume `s` with
Grüneisen parameter `γ`, then at fixed `t > 0` the free energy has slope `-γ E` in `s`,
where `E` is the mean energy. -/
theorem gruneisen_relation {w : ℝ → ℝ} {s γ t : ℝ} (ht : 0 < t) (hw : 0 < w s)
    (hγ : HasDerivAt w (-(γ * w s)) s) :
    HasDerivAt (fun v => freeEnergy (w v) t) (-(γ * meanEnergy (w s) t)) s := by
  have hs : Real.sinh (w s / (2 * t)) ≠ 0 := (Real.sinh_pos_iff.mpr (by positivity)).ne'
  have h := ((((hγ.div_const (2 * t)).sinh).const_mul 2).log
    (mul_ne_zero two_ne_zero hs)).const_mul t
  have key : ∀ C S : ℝ, S ≠ 0 →
      t * (2 * (C * (-(γ * w s) / (2 * t))) / (2 * S)) = -(γ * (w s / 2 * (C / S))) := by
    intro C S hS
    field_simp
  exact h.congr_deriv (key _ _ hs)
```

Q: Then take the cold end. Why should the difference become (w₁ − w₂)/2?

A: Separate the zero-point energy from the thermal part. Because

coth x = (e²ˣ + 1)/(e²ˣ − 1) = 1 + 2/(e²ˣ − 1),

and 2x = w/t, we get

E = w/2 + w/(exp(w/t) − 1).

The Lean proof writes y for exp(w/(2t)), so that exp(w/t) = y², and what remains is algebra in y.

```lean
/-- For positive frequency and temperature the mean energy is the zero-point energy plus the
Planck thermal energy. -/
theorem meanEnergy_eq_planck {w t : ℝ} (hw : 0 < w) (ht : 0 < t) :
    meanEnergy w t = w / 2 + w / (Real.exp (w / t) - 1) := by
  have hx : 0 < w / (2 * t) := by positivity
  have he : Real.exp (w / t) = Real.exp (w / (2 * t)) ^ 2 := by
    rw [← Real.exp_nat_mul]
    congr 1
    push_cast
    field_simp
  have hy : 1 < Real.exp (w / (2 * t)) := Real.one_lt_exp_iff.mpr hx
  unfold meanEnergy
  rw [he, Real.cosh_eq, Real.sinh_eq, Real.exp_neg]
  generalize Real.exp (w / (2 * t)) = y at hy
  have hy0 : y ≠ 0 := by linarith
  have hd : y ^ 2 - 1 ≠ 0 := by nlinarith
  have h1 : (y + y⁻¹) / 2 = (y ^ 2 + 1) / (2 * y) := by field_simp
  have h2 : (y - y⁻¹) / 2 = (y ^ 2 - 1) / (2 * y) := by field_simp
  rw [h1, h2, div_div_div_cancel_right₀ (mul_ne_zero two_ne_zero hy0),
    div_add_div _ _ two_ne_zero hd, div_mul_div_comm]
  congr 1
  ring
```

A: As t → 0+, w/t grows without bound, the Planck term vanishes and E → w/2. The notation `𝓝[>] 0` means that t approaches zero through positive values only. In the proof, `h1` and `h2` send w/t and then the denominator to infinity, and `h3` adds the zero-point term back.

```lean
/-- As the temperature tends to zero from above, the mean energy of an oscillator of positive
frequency tends to `w/2`. -/
theorem meanEnergy_low {w : ℝ} (hw : 0 < w) :
    Tendsto (fun t => meanEnergy w t) (𝓝[>] 0) (𝓝 (w / 2)) := by
  have h1 : Tendsto (fun t : ℝ => w / t) (𝓝[>] 0) atTop := by
    simp only [div_eq_mul_inv]
    exact tendsto_inv_nhdsGT_zero.const_mul_atTop hw
  have h2 : Tendsto (fun t : ℝ => Real.exp (w / t) - 1) (𝓝[>] 0) atTop := by
    simp only [sub_eq_add_neg]
    exact tendsto_atTop_add_const_right _ (-1) (Real.tendsto_exp_atTop.comp h1)
  have h3 := (h2.const_div_atTop w).const_add (w / 2)
  rw [add_zero] at h3
  refine h3.congr' ?_
  filter_upwards [self_mem_nhdsWithin] with t ht
  exact (meanEnergy_eq_planck hw ht).symm
```

Q: The hot end worries me more. Each energy diverges like t, so how do you extract a finite constant?

A: Subtract the classical energy t first. With t = w/(2x),

E − t = (w/2)(cosh x/sinh x − 1/x) = (w/2)(x cosh x − sinh x)/(x sinh x).

Multiplying by t = w/(2x) gives

t(E − t) = (w²/4) · [(x cosh x − sinh x)/x³] / [sinh x/x].

High temperature means x → 0+, so two small-x limits are needed. The first is sinh x/x → 1, which is the derivative of sinh at zero.

```lean
/-- As `x` tends to zero from above, `sinh x / x` tends to one. -/
theorem sinh_div_self : Tendsto (fun x : ℝ => Real.sinh x / x) (𝓝[>] 0) (𝓝 1) := by
  have h := (Real.hasDerivAt_sinh 0).tendsto_slope_zero.mono_left
    (nhdsWithin_mono (0 : ℝ) (fun x (hx : x ∈ Set.Ioi (0 : ℝ)) => (Set.mem_Ioi.mp hx).ne'))
  simpa [div_eq_inv_mul] using h
```

A: The second is a 0/0 limit, and l'Hôpital's rule settles it. The numerator has derivative

cosh x + x sinh x − cosh x = x sinh x,

and the denominator has derivative 3x². Their quotient is sinh x/(3x), which tends to 1/3. In the proof, `hf` and `hg` are the two derivatives, `hf0` and `hg0` the two vanishing limits, and `hq` the limit of the quotient.

```lean
/-- As `x` tends to zero from above, `(x cosh x - sinh x) / x³` tends to `1/3`. -/
theorem cosh_sinh_cubic :
    Tendsto (fun x : ℝ => (x * Real.cosh x - Real.sinh x) / x ^ 3) (𝓝[>] 0) (𝓝 (1 / 3)) := by
  have hf : ∀ x : ℝ, HasDerivAt (fun x => x * Real.cosh x - Real.sinh x)
      (x * Real.sinh x) x := fun x =>
    (((hasDerivAt_id' x).fun_mul (Real.hasDerivAt_cosh x)).fun_sub
      (Real.hasDerivAt_sinh x)).congr_deriv (by ring)
  have hg : ∀ x : ℝ, HasDerivAt (fun x : ℝ => x ^ 3) (3 * x ^ 2) x := fun x =>
    (hasDerivAt_pow 3 x).congr_deriv (by norm_num)
  have hf0 : Tendsto (fun x : ℝ => x * Real.cosh x - Real.sinh x) (𝓝[>] 0) (𝓝 0) := by
    have h := (hf 0).continuousAt.tendsto.mono_left (nhdsWithin_le_nhds (s := Set.Ioi 0))
    simpa using h
  have hg0 : Tendsto (fun x : ℝ => x ^ 3) (𝓝[>] 0) (𝓝 0) := by
    have h := (hg 0).continuousAt.tendsto.mono_left (nhdsWithin_le_nhds (s := Set.Ioi 0))
    simpa using h
  -- the quotient of derivatives is `sinh x / (3 x)`
  have hq : Tendsto (fun x : ℝ => x * Real.sinh x / (3 * x ^ 2)) (𝓝[>] 0) (𝓝 (1 / 3)) := by
    refine (sinh_div_self.div_const 3).congr' ?_
    filter_upwards [self_mem_nhdsWithin] with x hx
    have hx0 : x ≠ 0 := (Set.mem_Ioi.mp hx).ne'
    field_simp
  refine HasDerivAt.lhopital_zero_nhdsGT (Eventually.of_forall hf) (Eventually.of_forall hg)
    ?_ hf0 hg0 hq
  filter_upwards [self_mem_nhdsWithin] with x hx
  have hx0 : x ≠ 0 := (Set.mem_Ioi.mp hx).ne'
  positivity
```

A: Together they give

t(E − t) → (w²/4) · (1/3)/1 = w²/12.

In Lean, `hx` shows that w/(2t) tends to zero from above as t → ∞, and `key` is the algebraic identity displayed before the two limits.

```lean
/-- Leading quantum correction to equipartition: for positive frequency, `t (E - t)` tends to
`w²/12` as the temperature `t` tends to infinity. -/
theorem meanEnergy_high {w : ℝ} (hw : 0 < w) :
    Tendsto (fun t => t * (meanEnergy w t - t)) atTop (𝓝 (w ^ 2 / 12)) := by
  have h2 : Tendsto (fun t : ℝ => 2 * t) atTop atTop := tendsto_id.const_mul_atTop two_pos
  have hx : Tendsto (fun t : ℝ => w / (2 * t)) atTop (𝓝[>] 0) := by
    refine tendsto_nhdsWithin_iff.mpr ⟨h2.const_div_atTop w, ?_⟩
    filter_upwards [eventually_gt_atTop 0] with t ht
    exact Set.mem_Ioi.mpr (by positivity)
  have h := ((cosh_sinh_cubic.div sinh_div_self one_ne_zero).const_mul (w ^ 2 / 4)).comp hx
  have hlim : w ^ 2 / 4 * (1 / 3 / 1) = w ^ 2 / 12 := by ring
  rw [hlim] at h
  refine h.congr' ?_
  -- the substitution `x = w / (2t)`
  have key : ∀ x C S : ℝ, x ≠ 0 → S ≠ 0 →
      w ^ 2 / 4 * ((x * C - S) / x ^ 3 / (S / x))
        = w / (2 * x) * (w / 2 * (C / S) - w / (2 * x)) := by
    intro x C S hx hS
    field_simp
    ring
  filter_upwards [eventually_gt_atTop 0] with t ht
  have hp : 0 < w / (2 * t) := by positivity
  have e : w / (2 * (w / (2 * t))) = t := by field_simp
  have k := key _ (Real.cosh (w / (2 * t))) _ hp.ne' (Real.sinh_pos_iff.mpr hp).ne'
  rw [e] at k
  exact k
```

Q: So the isotope difference follows by subtraction?

A: Yes, because the classical energy t is the same for both:

t(E₁ − E₂) = t(E₁ − t) − t(E₂ − t) → (w₁² − w₂²)/12 = c²(1/M₁ − 1/M₂)/12.

The last step uses wᵢ² = c²/Mᵢ. The main theorem, `isotope_effect`, says that for positive c, M₁ and M₂ two things hold: E₁ − E₂ tends to (w₁ − w₂)/2 as t → 0+, and t(E₁ − E₂) tends to the constant above as t → ∞. It does not require the masses to differ.

```lean
/-- Isotope effect for positive `c` and masses: the energy difference tends to the zero-point
difference as `t → 0+`, and `t` times it tends to `c² (1/M₁ - 1/M₂) / 12` as `t → ∞`. -/
theorem isotope_effect {c M₁ M₂ : ℝ} (hc : 0 < c) (h₁ : 0 < M₁) (h₂ : 0 < M₂) :
    Tendsto (fun t => meanEnergy (freq c M₁) t - meanEnergy (freq c M₂) t) (𝓝[>] 0)
      (𝓝 ((freq c M₁ - freq c M₂) / 2)) ∧
    Tendsto (fun t => t * (meanEnergy (freq c M₁) t - meanEnergy (freq c M₂) t)) atTop
      (𝓝 (c ^ 2 * (1 / M₁ - 1 / M₂) / 12)) := by
  have w₁ : 0 < freq c M₁ := div_pos hc (Real.sqrt_pos.mpr h₁)
  have w₂ : 0 < freq c M₂ := div_pos hc (Real.sqrt_pos.mpr h₂)
  constructor
  · rw [sub_div]
    exact (meanEnergy_low w₁).sub (meanEnergy_low w₂)
  · -- the classical energy `t` is the same for both isotopes and cancels
    have h := (meanEnergy_high w₁).sub (meanEnergy_high w₂)
    have e : freq c M₁ ^ 2 / 12 - freq c M₂ ^ 2 / 12 = c ^ 2 * (1 / M₁ - 1 / M₂) / 12 := by
      unfold freq
      rw [div_pow, div_pow, Real.sq_sqrt h₁.le, Real.sq_sqrt h₂.le]
      ring
    rw [e] at h
    exact h.congr (fun t => by ring)
```

Q: What does the constant look like in ordinary units, and does it behave sensibly in a limiting case?

A: With force constant k and temperature T, the hot difference is approximately ħ²k(1/M₁ − 1/M₂)/(12 k_B T). For a limiting case, let M₂ grow without bound at fixed t. Then w₂ → 0 and E₂ → t, so the second isotope becomes classical. The constant becomes c²/(12M₁) = w₁²/12, the leading quantum correction for the first isotope alone, in agreement with `meanEnergy_high`.

Q: "Decays as 1/t" is still a phrase. A limit of t(E₁ − E₂) could be zero, and then the decay would be faster.

A: That is why there is a separate statement for M₁ ≠ M₂. Write L = c²(1/M₁ − 1/M₂)/12, which is then nonzero. The relation `~[atTop]` is asymptotic equivalence at large t, and here it amounts to

(E₁ − E₂)/(L/t) = t(E₁ − E₂)/L → 1.

The proof shows L ≠ 0 in `hL`, divides the hot limit by L, and rearranges the quotient. For equal masses the difference is identically zero and there is nothing to decay.

```lean
/-- For positive `c` and distinct positive masses, the isotope difference of the mean energies
is asymptotically equivalent to `c² (1/M₁ - 1/M₂) / (12 t)` at high temperature. -/
theorem isotope_effect_decay {c M₁ M₂ : ℝ} (hc : 0 < c) (h₁ : 0 < M₁) (h₂ : 0 < M₂)
    (hM : M₁ ≠ M₂) :
    (fun t => meanEnergy (freq c M₁) t - meanEnergy (freq c M₂) t) ~[atTop]
      (fun t => c ^ 2 * (1 / M₁ - 1 / M₂) / 12 / t) := by
  have hL : c ^ 2 * (1 / M₁ - 1 / M₂) / 12 ≠ 0 := by
    have hne : 1 / M₁ - 1 / M₂ ≠ 0 := by
      rw [one_div, one_div]
      exact sub_ne_zero.mpr (fun h => hM (inv_injective h))
    exact div_ne_zero (mul_ne_zero (pow_ne_zero 2 hc.ne') hne) (by norm_num)
  have h := (isotope_effect hc h₁ h₂).2.div_const (c ^ 2 * (1 / M₁ - 1 / M₂) / 12)
  rw [div_self hL] at h
  refine (isEquivalent_iff_tendsto_one ?_).mpr (h.congr (fun t => ?_))
  · filter_upwards [eventually_gt_atTop 0] with t ht
    exact div_ne_zero hL ht.ne'
  · have key : ∀ D L : ℝ, t * D / L = D / (L / t) := by
      intro D L
      rw [div_div_eq_mul_div, mul_comm t D]
    rw [Pi.div_apply]
    exact key _ _
```

Q: Two limits do not tell me what happens in between. Could the difference change sign at some intermediate temperature?

A: No. Write the energy as

E = t · x coth x, x = w/(2t).

At fixed t, a larger w means a larger x, and

d/dx (x coth x) = coth x − x/sinh² x = (sinh x cosh x − x)/sinh² x.

For x > 0 we have sinh x > x and cosh x ≥ 1, so this derivative is positive. If M₁ < M₂ then w₁ > w₂, and therefore E₁ > E₂ at every positive temperature. In the Lean proof `hd` is the derivative, `hmono` the strict increase, and `e` the rewriting of E. The theorem fixes the sign of the difference; it does not say that the difference falls steadily as t rises.

```lean
/-- At every positive temperature, and for positive `c` and masses, the lighter isotope has the
strictly larger mean energy. -/
theorem lighter_isotope_energy {c M₁ M₂ t : ℝ} (hc : 0 < c) (h₁ : 0 < M₁) (hM : M₁ < M₂)
    (ht : 0 < t) : meanEnergy (freq c M₂) t < meanEnergy (freq c M₁) t := by
  have hd : ∀ x : ℝ, 0 < x → HasDerivAt (fun x => x * (Real.cosh x / Real.sinh x))
      ((Real.cosh x * Real.sinh x - x) / Real.sinh x ^ 2) x := by
    intro x hx
    have hs : Real.sinh x ≠ 0 := (Real.sinh_pos_iff.mpr hx).ne'
    refine ((hasDerivAt_id' x).fun_mul
      ((Real.hasDerivAt_cosh x).fun_div (Real.hasDerivAt_sinh x) hs)).congr_deriv ?_
    have e : Real.sinh x * Real.sinh x - Real.cosh x * Real.cosh x = -1 := by
      linarith [Real.cosh_sq x, sq (Real.cosh x), sq (Real.sinh x)]
    rw [e]
    field_simp
    ring
  -- `x coth x` increases because `sinh x cosh x > x`
  have hmono : StrictMonoOn (fun x => x * (Real.cosh x / Real.sinh x)) (Set.Ioi 0) := by
    refine strictMonoOn_of_deriv_pos (convex_Ioi 0)
      (fun x hx => (hd x hx).continuousAt.continuousWithinAt) (fun x hx => ?_)
    rw [interior_Ioi] at hx
    rw [(hd x hx).deriv]
    have hs : 0 < Real.sinh x := Real.sinh_pos_iff.mpr hx
    have hxs : x < Real.sinh x := Real.self_lt_sinh_iff.mpr hx
    exact div_pos (by nlinarith [Real.one_le_cosh x]) (by positivity)
  have e : ∀ w, meanEnergy w t
      = t * (w / (2 * t) * (Real.cosh (w / (2 * t)) / Real.sinh (w / (2 * t)))) := by
    intro w
    unfold meanEnergy
    rw [← mul_assoc]
    congr 1
    field_simp
  have w₂ : 0 < freq c M₂ := div_pos hc (Real.sqrt_pos.mpr (h₁.trans hM))
  have hw : freq c M₂ < freq c M₁ :=
    div_lt_div_of_pos_left hc (Real.sqrt_pos.mpr h₁) (Real.sqrt_lt_sqrt h₁.le hM)
  have h2t : 0 < 2 * t := by positivity
  rw [e, e]
  exact mul_lt_mul_of_pos_left (hmono (Set.mem_Ioi.mpr (div_pos w₂ h2t))
    (Set.mem_Ioi.mpr (div_pos (w₂.trans hw) h2t)) (div_lt_div_of_pos_right hw h2t)) ht

end

end IsotopeThermalExpansion
```

```lean
#print axioms IsotopeThermalExpansion.gruneisen_relation
#print axioms IsotopeThermalExpansion.isotope_effect_decay
#print axioms IsotopeThermalExpansion.lighter_isotope_energy
```

```
'IsotopeThermalExpansion.gruneisen_relation' depends on axioms: [propext, Classical.choice, Quot.sound]
'IsotopeThermalExpansion.isotope_effect_decay' depends on axioms: [propext, Classical.choice, Quot.sound]
'IsotopeThermalExpansion.lighter_isotope_energy' depends on axioms: [propext, Classical.choice, Quot.sound]
```

Q: Suppose I run classical molecular dynamics. What does this tell me?

A: For a single harmonic mode at fixed volume, classical sampling gives the mean energy t whatever the mass, so it misses the isotope difference entirely. What it misses is (w₁ − w₂)/2 in the cold limit and approximately L/t when t is large compared with both frequencies. A real crystal has many modes and a volume that responds to them. The quasi-harmonic approximation treats both, using the phonon spectrum and the static lattice energy as functions of volume.

Q: Then my doubt is narrower than when I began. The statement captures the energy that drives the expansion, for one mode, and leaves the expansion itself to a fuller model.

A: That is how I would read it too.
